# For an invertible complex symmetric Bethe–Salpeter matrix, the variational response estimate has an error quadratic in the residual

Let $M$ be an invertible complex symmetric matrix, $d$ a vector, $x$ any approximate solution of $Mx=d$, and $r=d-Mx$ its residual. Two estimates of $d^TM^{-1}d$ can be formed from $x$, and their errors are

$$
d^TM^{-1}d-d^Tx=d^TM^{-1}r,
\qquad
d^TM^{-1}d-\left(2d^Tx-x^TMx\right)=r^TM^{-1}r .
$$

Both are identities, valid for residuals of any size. The first error is linear in $r$, the second quadratic.

## Optical response from the four-point equation

The optical response of interacting electron-hole pairs follows from the four-point function $L$, which obeys the Bethe–Salpeter equation $L=L_0+L_0KL$. Here $L_0$ describes independent pairs and $K$ is the electron-hole interaction kernel. In a finite basis of pairs, with a static kernel and at a fixed frequency, the equation becomes

$$
(L_0^{-1}-K)\,L=1,\qquad M=L_0^{-1}-K,\qquad L=M^{-1}.
$$

If the orbitals are real and $d$ collects the dipole matrix elements of the pairs, the response is $d^TM^{-1}d$, up to prefactors. When the pair basis is too large for $M$ to be inverted, one option is to solve $Mx=d$ iteratively and stop at a nonzero residual. The two identities say what this leftover residual does to the response, for a finite matrix that is symmetric. The two estimates differ by $x^Tr$, so they coincide for a solver whose iterates satisfy $x^Tr=0$, and the direct error is then $r^TM^{-1}r$ as well.

In the Tamm–Dancoff approximation, which keeps only the resonant pairs, $M=z-H$, where $H$ is the Bethe–Salpeter Hamiltonian and $z$ a complex frequency. Invertibility means that $z$ is not an eigenvalue of $H$, that is, not an exciton energy. If those energies are real, any broadening $\operatorname{Im}z\neq0$ ensures it. Symmetry, $H^T=H$, then holds for instance with real orbitals, and it survives when complex pair energies on the diagonal describe finite lifetimes.

## The statement in terms of matrices and vectors

The finite type `n` labels the electron-hole pairs. Matrices have type `Matrix n n ℂ`, and vectors are functions `n → ℂ`. The product `M *ᵥ x` is $Mx$, and `d ⬝ᵥ x` is $\sum_i d_ix_i$, with no complex conjugation. Three definitions fix the quantities:

- `residual M d x` is $r=d-Mx$.
- `variationalEstimate M d x` is $2d^Tx-x^TMx$.
- `response M d` is $d^TM^{-1}d$, without physical prefactors.

The hypothesis `IsUnit M.det` says that $M$ is invertible, and `M.IsSymm` says $M^T=M$, which differs from Hermiticity when entries are complex. The word "variational" means stationary here. The estimate is in general a complex number, and stationarity alone gives no upper or lower bound.

The main theorem is `variational_error`, the second identity above. The first is `direct_error`, which needs invertibility but not symmetry. In `error_orders` the letter $r$ changes its role: the residual is $\varepsilon r$, with $r$ a fixed direction and $\varepsilon$ any complex number, and the two errors are $\varepsilon\,d^TM^{-1}r$ and $\varepsilon^2\,r^TM^{-1}r$. The theorem `first_order_sharp` adds that for $d\neq0$ some direction has a nonzero first-order coefficient. For particular directions that coefficient can still vanish.

The last theorem, `exciton_response_error`, sets $M=z\,1-H$ for a complex symmetric $H$. In the Tamm–Dancoff approximation with complex Bloch orbitals and real pair energies, $H$ is Hermitian but in general not symmetric, and the response carries a conjugated dipole vector on the left. The identity to use is then `two_sided_error`, which allows different left and right vectors and any invertible $M$.

For a real material, the finite matrix is itself an approximation to the four-point integral equation. The error of truncating the pair basis, like that of approximating the kernel, comes on top of the errors given here.

## Stationarity and the two errors

Write $F(x)=2d^Tx-x^TMx$. Move the trial vector by $th$, with $h$ a vector and $t$ a complex number:

$$
F(x+th)=F(x)+2t\,d^Th-t\left(x^TMh+h^TMx\right)-t^2h^TMh .
$$

Since $M$ is symmetric, $x^TMh=h^TMx$, and the linear terms combine:

$$
F(x+th)=F(x)+2t\,h^Tr-t^2h^TMh .
$$

The derivative at $t=0$ is $2h^Tr$. It vanishes for every $h$ exactly when $r=0$, as one sees by taking for $h$ each unit vector in turn. So $F$ is stationary at $x$ exactly when $Mx=d$. Invertibility has not been used.

For the error of the direct estimate, apply $M^{-1}$ to the residual:

$$
M^{-1}r=M^{-1}d-M^{-1}Mx=M^{-1}d-x .
$$

Multiplying by $d^T$ from the left gives $d^TM^{-1}r=d^TM^{-1}d-d^Tx$.

For the variational estimate, start with a more general quantity, $l^TM^{-1}d$, with a left vector $l$ and a left trial vector $y$ for the equation $M^Ty=l$. Let $s=l-M^Ty$ be the left residual. Then

$$
\begin{aligned}
s^TM^{-1}r&=(l^T-y^TM)(M^{-1}d-x)\\
&=l^TM^{-1}d-l^Tx-y^Td+y^TMx .
\end{aligned}
$$

Hence the estimate $l^Tx+y^Td-y^TMx$ has the error $s^TM^{-1}r$, a product of two residuals. Now set $l=d$ and $y=x$. Symmetry gives $s=d-M^Tx=d-Mx=r$, the estimate becomes $2d^Tx-x^TMx$, and its error is $r^TM^{-1}r$.

If the residual is $\varepsilon r$, one factor $\varepsilon$ comes out of the first error and two come out of the second. To find a direction with a nonzero first-order coefficient, choose $i$ with $d_i\neq0$ and let $r=Me_i$, where $e_i$ is the unit vector along $i$. Then $d^TM^{-1}r=d^Te_i=d_i\neq0$.

## A single electron-hole pair

With one pair, $M$ is a nonzero number $m$, and $d$, $x$ and $r=d-mx$ are numbers too. The identities become

$$
\frac{d^2}{m}-dx=\frac{d\,r}{m},\qquad
\frac{d^2}{m}-2dx+mx^2=\frac{(d-mx)^2}{m}=\frac{r^2}{m}.
$$

The second is a completed square. The factor $1/m$ also shows that a small residual is no guarantee of a small error near a resonance, where $m=z-H$ is small.

## Two coupled degenerate pairs

Take two degenerate pairs with coupling 1 and measure energies from their common energy. The exciton energies are then $\pm1$. Put the frequency midway between them, at 0, and let the broadening be 1, so that $z=i$. Only the first pair is bright:

$$
H=\begin{pmatrix}0&1\\1&0\end{pmatrix},\quad
M=\begin{pmatrix}i&-1\\-1&i\end{pmatrix},\quad
M^{-1}=-\frac12\begin{pmatrix}i&1\\1&i\end{pmatrix},\quad
d=\begin{pmatrix}1\\0\end{pmatrix}.
$$

The exact solution is $(-0.5i,\,-0.5)^T$ and the exact response is $-0.5i$. Let the trial solution be $x=(-0.4i,\,-0.5)^T$. Then

$$
Mx=\begin{pmatrix}0.9\\-0.1i\end{pmatrix},\quad
r=\begin{pmatrix}0.1\\0.1i\end{pmatrix},\quad
M^{-1}r=\begin{pmatrix}-0.1i\\0\end{pmatrix}.
$$

The direct estimate is $d^Tx=-0.4i$, with error $-0.1i=d^TM^{-1}r$. For the variational estimate,

$$
x^TMx=-0.36i+0.05i=-0.31i,\qquad
2d^Tx-x^TMx=-0.8i+0.31i=-0.49i .
$$

Its error is $-0.01i=r^TM^{-1}r$. The absorption, proportional to minus the imaginary part of the response, is 0.5 exactly, 0.4 from the direct estimate and 0.49 from the variational one.

## The Lean file

```lean
import Mathlib

open Matrix

namespace BetheSalpeterVariationalResponse

variable {n : Type*} [Fintype n]

/-- The residual `r = d - M x` of a trial solution `x` of the linear system `M x = d`. -/
def residual (M : Matrix n n ℂ) (d x : n → ℂ) : n → ℂ := d - M *ᵥ x

/-- The variational estimate `2 dᵀx - xᵀMx` of the response, computed from a trial
solution `x`. -/
def variationalEstimate (M : Matrix n n ℂ) (d x : n → ℂ) : ℂ :=
  2 * (d ⬝ᵥ x) - x ⬝ᵥ M *ᵥ x

/-- For a complex symmetric `M`, moving the trial solution by `t h` changes the variational
estimate by `2 t hᵀr - t² hᵀMh`, where `r` is the residual of `x`. -/
theorem variationalEstimate_expand {M : Matrix n n ℂ} (hS : M.IsSymm)
    (d x h : n → ℂ) (t : ℂ) :
    variationalEstimate M d (x + t • h) =
      variationalEstimate M d x + t * (2 * (h ⬝ᵥ residual M d x))
        - t ^ 2 * (h ⬝ᵥ M *ᵥ h) := by
  -- symmetry of `M` merges the two cross terms
  have hsym : x ⬝ᵥ M *ᵥ h = h ⬝ᵥ M *ᵥ x := by
    rw [Matrix.dotProduct_mulVec, ← Matrix.mulVec_transpose, hS.eq, dotProduct_comm]
  simp only [variationalEstimate, residual, Matrix.mulVec_add, Matrix.mulVec_smul,
    dotProduct_add, add_dotProduct, smul_dotProduct, dotProduct_smul, dotProduct_sub,
    smul_eq_mul]
  rw [hsym, dotProduct_comm d h]
  ring

/-- For a complex symmetric `M`, the derivative of the variational estimate at `x` in the
direction `h` is `2 hᵀr`, where `r` is the residual of `x`. -/
theorem variationalEstimate_hasDerivAt {M : Matrix n n ℂ} (hS : M.IsSymm)
    (d x h : n → ℂ) :
    HasDerivAt (fun t : ℂ => variationalEstimate M d (x + t • h))
      (2 * (h ⬝ᵥ residual M d x)) 0 := by
  have e : (fun t : ℂ => variationalEstimate M d (x + t • h)) =
      fun t : ℂ => variationalEstimate M d x + t * (2 * (h ⬝ᵥ residual M d x))
        - t ^ 2 * (h ⬝ᵥ M *ᵥ h) :=
    funext fun t => variationalEstimate_expand hS d x h t
  rw [e]
  -- a quadratic polynomial in `t`, differentiated at `t = 0`
  have key : ∀ a b c : ℂ, HasDerivAt (fun t : ℂ => a + t * b - t ^ 2 * c) b 0 := by
    intro a b c
    have h1 : HasDerivAt (fun t : ℂ => t * b) b 0 := by
      simpa using (hasDerivAt_id' (0 : ℂ)).mul_const b
    have h2 : HasDerivAt (fun t : ℂ => t ^ 2 * c) 0 0 := by
      simpa using (hasDerivAt_pow 2 (0 : ℂ)).mul_const c
    have h3 : HasDerivAt (fun t : ℂ => a + t * b - t ^ 2 * c) (b - 0) 0 :=
      (h1.const_add a).fun_sub h2
    rw [sub_zero] at h3
    exact h3
  exact key _ _ _

/-- For a complex symmetric `M`, the variational estimate is stationary at `x` in every
direction exactly when `x` solves `M x = d`. -/
theorem stationary_iff_solution {M : Matrix n n ℂ} (hS : M.IsSymm) (d x : n → ℂ) :
    (∀ h : n → ℂ, HasDerivAt (fun t : ℂ => variationalEstimate M d (x + t • h)) 0 0) ↔
      M *ᵥ x = d := by
  classical
  constructor
  · intro H
    funext i
    -- probe the residual with the unit vector along `i`
    have h0 := (variationalEstimate_hasDerivAt hS d x (Pi.single i 1)).unique
      (H (Pi.single i 1))
    have h1 : residual M d x i = 0 := by simpa using h0
    simp only [residual, Pi.sub_apply] at h1
    exact (sub_eq_zero.mp h1).symm
  · intro hx h
    have hr : residual M d x = 0 := by rw [residual, hx, sub_self]
    have h0 := variationalEstimate_hasDerivAt hS d x h
    rw [hr, dotProduct_zero, mul_zero] at h0
    exact h0

variable [DecidableEq n]

/-- The exact response `dᵀM⁻¹d`, for an invertible matrix `M`. -/
noncomputable def response (M : Matrix n n ℂ) (d : n → ℂ) : ℂ := d ⬝ᵥ M⁻¹ *ᵥ d

/-- For an invertible `M`, the direct estimate `dᵀx` misses the exact response by
`dᵀM⁻¹r`, where `r` is the residual of `x`. -/
theorem direct_error {M : Matrix n n ℂ} (hM : IsUnit M.det) (d x : n → ℂ) :
    response M d - d ⬝ᵥ x = d ⬝ᵥ M⁻¹ *ᵥ residual M d x := by
  rw [response, residual, Matrix.mulVec_sub, Matrix.mulVec_mulVec,
    Matrix.nonsing_inv_mul _ hM, Matrix.one_mulVec, dotProduct_sub]

/-- For any invertible `M` and trial vectors `y` (left) and `x` (right), the estimate
`lᵀx + yᵀd - yᵀMx` misses `lᵀM⁻¹d` by the product of the left residual `l - Mᵀy`, `M⁻¹`
and the right residual `d - Mx`. -/
theorem two_sided_error {M : Matrix n n ℂ} (hM : IsUnit M.det) (l y d x : n → ℂ) :
    l ⬝ᵥ M⁻¹ *ᵥ d - (l ⬝ᵥ x + y ⬝ᵥ d - y ⬝ᵥ M *ᵥ x) =
      residual Mᵀ l y ⬝ᵥ M⁻¹ *ᵥ residual M d x := by
  -- `M⁻¹` turns the right residual into the error of the trial solution
  have h1 : M⁻¹ *ᵥ (d - M *ᵥ x) = M⁻¹ *ᵥ d - x := by
    rw [Matrix.mulVec_sub, Matrix.mulVec_mulVec, Matrix.nonsing_inv_mul _ hM,
      Matrix.one_mulVec]
  have h2 : ∀ v : n → ℂ, (Mᵀ *ᵥ y) ⬝ᵥ v = y ⬝ᵥ M *ᵥ v := by
    intro v
    rw [Matrix.mulVec_transpose, Matrix.dotProduct_mulVec]
  have h3 : M *ᵥ (M⁻¹ *ᵥ d) = d := by
    rw [Matrix.mulVec_mulVec, Matrix.mul_nonsing_inv _ hM, Matrix.one_mulVec]
  unfold residual
  rw [h1, sub_dotProduct, h2, Matrix.mulVec_sub, h3, dotProduct_sub, dotProduct_sub]
  ring

/-- For an invertible complex symmetric `M`, the variational estimate `2 dᵀx - xᵀMx` misses
the exact response by exactly `rᵀM⁻¹r`, where `r` is the residual of `x`. -/
theorem variational_error {M : Matrix n n ℂ} (hM : IsUnit M.det) (hS : M.IsSymm)
    (d x : n → ℂ) :
    response M d - variationalEstimate M d x =
      residual M d x ⬝ᵥ M⁻¹ *ᵥ residual M d x := by
  -- by symmetry the left and right residuals coincide
  have h := two_sided_error hM d x d x
  rw [hS.eq, dotProduct_comm x d] at h
  unfold response variationalEstimate
  linear_combination h

/-- Let `M` be invertible and complex symmetric. If the residual of `x` is `ε r`, the error
of the direct estimate is `ε dᵀM⁻¹r` and that of the variational estimate is `ε² rᵀM⁻¹r`. -/
theorem error_orders {M : Matrix n n ℂ} (hM : IsUnit M.det) (hS : M.IsSymm)
    (d x r : n → ℂ) (ε : ℂ) (hx : residual M d x = ε • r) :
    response M d - d ⬝ᵥ x = ε * (d ⬝ᵥ M⁻¹ *ᵥ r) ∧
      response M d - variationalEstimate M d x = ε ^ 2 * (r ⬝ᵥ M⁻¹ *ᵥ r) := by
  constructor
  · rw [direct_error hM, hx, Matrix.mulVec_smul, dotProduct_smul, smul_eq_mul]
  · rw [variational_error hM hS, hx, Matrix.mulVec_smul, dotProduct_smul,
      smul_dotProduct, smul_eq_mul, smul_eq_mul]
    ring

/-- For an invertible `M` and a nonzero `d`, there is a residual direction `r` for which the
first-order coefficient `dᵀM⁻¹r` does not vanish. -/
theorem first_order_sharp {M : Matrix n n ℂ} (hM : IsUnit M.det) {d : n → ℂ}
    (hd : d ≠ 0) : ∃ r : n → ℂ, d ⬝ᵥ M⁻¹ *ᵥ r ≠ 0 := by
  obtain ⟨i, hi⟩ := Function.ne_iff.mp hd
  refine ⟨M *ᵥ Pi.single i 1, ?_⟩
  rw [Matrix.mulVec_mulVec, Matrix.nonsing_inv_mul _ hM, Matrix.one_mulVec]
  simpa using hi

/-- For a complex symmetric Bethe-Salpeter Hamiltonian `H` and a complex frequency `z` with
`z - H` invertible, the variational estimate of `dᵀ(z - H)⁻¹d` has the error
`rᵀ(z - H)⁻¹r`, where `r = d - (z - H)x`. -/
theorem exciton_response_error {H : Matrix n n ℂ} (hH : H.IsSymm) (z : ℂ)
    (hz : IsUnit (z • (1 : Matrix n n ℂ) - H).det) (d x : n → ℂ) :
    response (z • (1 : Matrix n n ℂ) - H) d
        - variationalEstimate (z • (1 : Matrix n n ℂ) - H) d x =
      residual (z • (1 : Matrix n n ℂ) - H) d x ⬝ᵥ
        (z • (1 : Matrix n n ℂ) - H)⁻¹ *ᵥ residual (z • (1 : Matrix n n ℂ) - H) d x := by
  have hS : (z • (1 : Matrix n n ℂ) - H).IsSymm := by
    unfold Matrix.IsSymm
    rw [Matrix.transpose_sub, Matrix.transpose_smul, Matrix.transpose_one, hH.eq]
  exact variational_error hz hS d x

end BetheSalpeterVariationalResponse
```

```lean
#print axioms BetheSalpeterVariationalResponse.stationary_iff_solution
#print axioms BetheSalpeterVariationalResponse.error_orders
#print axioms BetheSalpeterVariationalResponse.first_order_sharp
#print axioms BetheSalpeterVariationalResponse.exciton_response_error
```

```
'BetheSalpeterVariationalResponse.stationary_iff_solution' depends on axioms: [propext, Classical.choice, Quot.sound]
'BetheSalpeterVariationalResponse.error_orders' depends on axioms: [propext, Classical.choice, Quot.sound]
'BetheSalpeterVariationalResponse.first_order_sharp' depends on axioms: [propext, Classical.choice, Quot.sound]
'BetheSalpeterVariationalResponse.exciton_response_error' depends on axioms: [propext, Classical.choice, Quot.sound]
```

## From the expansion to stationarity

`variationalEstimate_expand` is the expansion of $F(x+th)$. Its auxiliary equality `hsym` is $x^TMh=h^TMx$, the only place in this proof where symmetry enters. The `simp only` call multiplies out the products, and `ring` collects the powers of $t$.

`variationalEstimate_hasDerivAt` replaces the function of $t$ by this quadratic polynomial. The auxiliary statement `key` says that $a+tb-t^2c$ has derivative $b$ at $t=0$, and applying it gives $2h^Tr$.

In `stationary_iff_solution`, the forward direction uses the unit vector `Pi.single i 1` as $h$. The derivative along it is both $2r_i$ and, by assumption, zero. Since a derivative is unique, $r_i=0$ for each $i$, which is $Mx=d$. In the other direction $r=0$ makes every directional derivative zero.

## From two residuals to the variational error

`direct_error` is the short calculation with $M^{-1}r=M^{-1}d-x$, carried out as a chain of rewrites in which `Matrix.nonsing_inv_mul` cancels $M^{-1}M$.

`two_sided_error` prepares three facts. `h1` is again $M^{-1}r=M^{-1}d-x$, `h2` moves the transpose across the dot product, $(M^Ty)^Tv=y^TMv$, and `h3` is $MM^{-1}d=d$. After these substitutions both sides contain the same four scalars, and `ring` matches them.

`variational_error` applies that identity with $l=d$ and $y=x$. Rewriting with `hS.eq` turns $M^T$ into $M$, so the left residual becomes the right one. The dot product $x^Td$ is turned into $d^Tx$, and `linear_combination h` merges the two equal terms into $2d^Tx$.

`error_orders` inserts the residual $\varepsilon r$ into both error formulas and pulls out the scalars. `first_order_sharp` uses the direction $Me_i$ from the derivation above. Finally, `exciton_response_error` checks that $z\,1-H$ is symmetric when $H$ is, and then applies `variational_error` to it.
